# Periodic images raise the in-plane potential of a modulated charge layer from $2\pi/g$ to $(2\pi/g)\coth(gc/2)$

I put a thin charged layer into a supercell that repeats along the layer normal with period $c$. The charge is modulated in the plane with a wavevector of length $g>0$. Alone, a layer of unit amplitude would have the potential $2\pi/g$ in its own plane (Gaussian units). The periodic calculation instead sums the Coulomb kernel over the normal wavevectors $2\pi m/c$:

$$\sum_{m\in\mathbb Z}\frac{4\pi}{c\,\bigl(g^2+(2\pi m/c)^2\bigr)} .$$

I believe this equals $(2\pi/g)\coth(gc/2)$, and that the surplus over $2\pi/g$ comes from the periodic images. I also believe that without the $m=0$ term the sum tends to $\pi c/3$ as $g\to0$, which would account for the term linear in $c$ in the electrostatics of tetragonal cells. Can all of this be proved rigorously, with a proof that Lean accepts?

## From the cotangent series to the hyperbolic cotangent

Yes for the sums and the limit; the link to tetragonal cells is a short calculation outside Lean, given in the last section. The sum comes from Poisson's equation. The charge density $e^{i\mathbf g\cdot\mathbf r}\delta(z)$ has a potential $e^{i\mathbf g\cdot\mathbf r}\phi(z)$, and "potential" below means the amplitude $\phi$. The equation $(\partial_z^2-g^2)\phi=-4\pi\delta(z)$ has the decaying solution $\phi(z)=(2\pi/g)e^{-g|z|}$. Repeating the layer replaces $\delta(z)$ by $\frac1c\sum_m e^{2\pi i m z/c}$, and solving mode by mode gives your sum at $z=0$.

Set $t=gc/(2\pi)$. Each term becomes

$$\frac{4\pi}{c\,(g^2+(2\pi m/c)^2)}=\frac{c}{\pi}\,\frac{1}{t^2+m^2}.$$

The summand is even in $m$, so we need only $S(t)=\sum_{N\ge1}1/(t^2+N^2)$. The cotangent expansion

$$\pi\cot\pi x=\frac1x+\sum_{N\ge1}\Bigl(\frac1{x-N}+\frac1{x+N}\Bigr)$$

is taken at $x=it$. There $\cot(i\pi t)=-i\coth\pi t$, $1/(it)=-i/t$, and each bracket is $-2it/(t^2+N^2)$. Dividing by $-i$ gives

$$\pi\coth\pi t=\frac1t+2t\,S(t),\qquad S(t)=\frac{\pi\coth\pi t-1/t}{2t}.$$

The full sum is therefore

$$\frac c\pi\Bigl(\frac1{t^2}+2S(t)\Bigr)=\frac ct\coth\pi t=\frac{2\pi}{g}\coth\frac{gc}{2}.$$

Since $\coth(x/2)=1+2/(e^x-1)$, the surplus over $2\pi/g$ is $(4\pi/g)/(e^{gc}-1)$. The images at heights $nc$, $n\neq0$, supply the same amount by a geometric series:

$$2\cdot\frac{2\pi}{g}\sum_{N\ge1}e^{-gcN}=\frac{4\pi}{g}\,\frac{1}{e^{gc}-1}.$$

For small $g$, use $(N^2-t^2)(N^2+t^2)=N^4-t^4\le N^4$, which gives

$$\frac1{N^2}-\frac{t^2}{N^4}\le\frac1{t^2+N^2}\le\frac1{N^2}.$$

Summing with $\zeta(2)=\pi^2/6$ and $\zeta(4)=\pi^4/90$, then multiplying by $2c/\pi$, bounds the sum without $m=0$:

$$\frac{\pi c}{3}-\frac{\pi c^3g^2}{180}\le\sum_{m\ne0}\frac{4\pi}{c\,(g^2+(2\pi m/c)^2)}\le\frac{\pi c}{3}.$$

Both ends meet at $\pi c/3$ as $g\to0$.

Here is the Lean file.

```lean
import Mathlib

open Real Filter Topology

namespace PeriodicLayerSum

noncomputable section

/-- Coulomb kernel, divided by the cell height `c`, at in-plane wavevector `g` and normal
wavevector `2πm/c`. Its domain is `c ≠ 0` with `g` and `m` not both zero. -/
def planeTerm (c g : ℝ) (m : ℤ) : ℝ :=
  4 * π / (c * (g ^ 2 + (2 * π * m / c) ^ 2))

/-- Amplitude of the potential at height `z` of a single charge layer of unit amplitude with
in-plane wavevector of length `g`, for `g > 0`. -/
def layerPotential (g z : ℝ) : ℝ := 2 * π / g * Real.exp (-(g * |z|))

/-- The reciprocal sum along the layer normal with the term `m = 0` removed, for `c ≠ 0`. -/
def interlayerSum (c g : ℝ) : ℝ := ∑' m : ℤ, if m = 0 then 0 else planeTerm c g m

/-- A sum over all integers of an even summand is the central term plus twice the sum over
the positive integers, if the latter converges. -/
theorem hasSum_int_of_even {a : ℤ → ℝ} {s : ℝ} (ha : ∀ m, a (-m) = a m)
    (hs : HasSum (fun n : ℕ => a ((n : ℤ) + 1)) s) : HasSum a (a 0 + 2 * s) := by
  have h1 : HasSum (fun n : ℕ => a n) (s + a 0) := by
    have h := (hasSum_nat_add_iff (f := fun n : ℕ => a n) 1).mp (by simpa using hs)
    simpa using h
  have h2 : HasSum (fun n : ℕ => a (-((n : ℤ) + 1))) s := by
    simp only [ha]
    exact hs
  convert h1.of_nat_of_neg_add_one h2 using 1
  ring

/-- In the reduced wavevector `t = gc/(2π)` the kernel is `(c/π)/(t² + m²)`, for `c ≠ 0`. -/
theorem planeTerm_eq {c : ℝ} (hc : c ≠ 0) (g : ℝ) (m : ℤ) :
    planeTerm c g m = c / π * (1 / ((g * c / (2 * π)) ^ 2 + (m : ℝ) ^ 2)) := by
  have hp := Real.pi_ne_zero
  have h : c * (g ^ 2 + (2 * π * m / c) ^ 2)
      = 4 * π ^ 2 / c * ((g * c / (2 * π)) ^ 2 + (m : ℝ) ^ 2) := by
    field_simp
    ring
  have h2 : 4 * π / (4 * π ^ 2 / c) = c / π := by field_simp
  rw [planeTerm, h, ← div_div, h2, mul_one_div]

/-- For every real `t` the sum of `1/(t² + n²)` over `n ≥ 1` converges, to a value between
`π²/6 - t²π⁴/90` and `π²/6`. -/
theorem lorentzian_sum_bounds (t : ℝ) :
    ∃ S, HasSum (fun n : ℕ => 1 / (t ^ 2 + ((n : ℝ) + 1) ^ 2)) S ∧
      π ^ 2 / 6 - t ^ 2 * (π ^ 4 / 90) ≤ S ∧ S ≤ π ^ 2 / 6 := by
  have z2 : HasSum (fun n : ℕ => 1 / ((n : ℝ) + 1) ^ 2) (π ^ 2 / 6) := by
    simpa using (hasSum_nat_add_iff' 1).mpr hasSum_zeta_two
  have z4 : HasSum (fun n : ℕ => 1 / ((n : ℝ) + 1) ^ 4) (π ^ 4 / 90) := by
    simpa using (hasSum_nat_add_iff' 1).mpr hasSum_zeta_four
  have up : ∀ n : ℕ, 1 / (t ^ 2 + ((n : ℝ) + 1) ^ 2) ≤ 1 / ((n : ℝ) + 1) ^ 2 := fun n =>
    one_div_le_one_div_of_le (by positivity) (by linarith [sq_nonneg t])
  have low : ∀ n : ℕ, 1 / ((n : ℝ) + 1) ^ 2 - t ^ 2 * (1 / ((n : ℝ) + 1) ^ 4)
      ≤ 1 / (t ^ 2 + ((n : ℝ) + 1) ^ 2) := by
    intro n
    have hN : (0 : ℝ) < (n : ℝ) + 1 := by positivity
    generalize (n : ℝ) + 1 = N at hN ⊢
    have e : 1 / N ^ 2 - t ^ 2 * (1 / N ^ 4) = (N ^ 2 - t ^ 2) / N ^ 4 := by field_simp
    rw [e, div_le_div_iff₀ (by positivity) (by positivity)]
    nlinarith [sq_nonneg (t ^ 2)]
  obtain ⟨S, hS⟩ := Summable.of_nonneg_of_le (fun n => by positivity) up z2.summable
  exact ⟨S, hS, hasSum_le low (z2.sub (z4.mul_left (t ^ 2))) hS, hasSum_le up hS z2⟩

/-- For `t > 0` the sum of `1/(t² + n²)` over `n ≥ 1` is `(π coth(πt) - 1/t)/(2t)`. -/
theorem lorentzian_sum {t : ℝ} (ht : 0 < t) :
    HasSum (fun n : ℕ => 1 / (t ^ 2 + ((n : ℝ) + 1) ^ 2))
      ((π * (Real.cosh (π * t) / Real.sinh (π * t)) - 1 / t) / (2 * t)) := by
  obtain ⟨S, hS, -, -⟩ := lorentzian_sum_bounds t
  have hx : (t : ℂ) * Complex.I ∈ Complex.integerComplement := by
    rintro ⟨n, hn⟩
    have h := congrArg Complex.im hn
    simp at h
    linarith
  -- the cotangent expansion, evaluated on the imaginary axis
  have key := cot_series_rep' hx
  have hC : HasSum (fun n : ℕ => ((1 / (t ^ 2 + ((n : ℝ) + 1) ^ 2) : ℝ) : ℂ)) (S : ℂ) :=
    Complex.ofRealCLM.hasSum hS
  have hterm : ∀ n : ℕ, 1 / ((t : ℂ) * Complex.I - (n + 1)) + 1 / ((t : ℂ) * Complex.I + (n + 1))
      = -2 * Complex.I * t * ((1 / (t ^ 2 + ((n : ℝ) + 1) ^ 2) : ℝ) : ℂ) := by
    intro n
    have h3 : (t : ℂ) ^ 2 + ((n : ℂ) + 1) ^ 2 ≠ 0 := by
      have h : t ^ 2 + ((n : ℝ) + 1) ^ 2 ≠ 0 := by positivity
      exact_mod_cast h
    have h1 : (t : ℂ) * Complex.I - (n + 1) ≠ 0 := fun h => h3 (by
      linear_combination (-(t * Complex.I + (n + 1))) * h + (t : ℂ) ^ 2 * Complex.I_sq)
    have h2 : (t : ℂ) * Complex.I + (n + 1) ≠ 0 := fun h => h3 (by
      linear_combination (-(t * Complex.I - (n + 1))) * h + (t : ℂ) ^ 2 * Complex.I_sq)
    push_cast
    rw [div_add_div _ _ h1 h2, mul_one_div, div_eq_div_iff (mul_ne_zero h1 h2) h3]
    linear_combination 2 * (t : ℂ) ^ 3 * Complex.I * Complex.I_sq
  rw [tsum_congr hterm, (hC.mul_left _).tsum_eq, Complex.cot_eq_cos_div_sin, ← mul_assoc,
    Complex.cos_mul_I, Complex.sin_mul_I, ← div_div, ← div_div, Complex.div_I,
    Complex.div_I] at key
  have hA : ((π * (Real.cosh (π * t) / Real.sinh (π * t)) - 1 / t : ℝ) : ℂ)
      = ((S * (2 * t) : ℝ) : ℂ) := by
    push_cast
    apply mul_left_cancel₀ Complex.I_ne_zero
    linear_combination -key
  rw [Complex.ofReal_injective hA, mul_div_cancel_right₀ _ (by positivity)]
  exact hS

/-- For `g, c > 0` the reciprocal sum over all integers `m` is `(2π/g) coth(gc/2)`. -/
theorem reciprocal_sum {g c : ℝ} (hg : 0 < g) (hc : 0 < c) :
    HasSum (planeTerm c g) (2 * π / g * (Real.cosh (g * c / 2) / Real.sinh (g * c / 2))) := by
  have hp := Real.pi_pos
  have e : π * (g * c / (2 * π)) = g * c / 2 := by field_simp
  have h := lorentzian_sum (t := g * c / (2 * π)) (by positivity)
  rw [e] at h
  have hf : (fun n : ℕ => planeTerm c g ((n : ℤ) + 1))
      = fun n : ℕ => c / π * (1 / ((g * c / (2 * π)) ^ 2 + ((n : ℝ) + 1) ^ 2)) := by
    funext n
    rw [planeTerm_eq hc.ne', Int.cast_add, Int.cast_natCast, Int.cast_one]
  have hs : HasSum (fun n : ℕ => planeTerm c g ((n : ℤ) + 1))
      (c / π * ((π * (Real.cosh (g * c / 2) / Real.sinh (g * c / 2)) - 1 / (g * c / (2 * π)))
        / (2 * (g * c / (2 * π))))) := by
    rw [hf]
    exact h.mul_left (c / π)
  convert hasSum_int_of_even (a := planeTerm c g)
    (fun m => by simp [planeTerm_eq hc.ne']) hs using 1
  rw [planeTerm_eq hc.ne', Int.cast_zero, zero_pow two_ne_zero, add_zero]
  generalize Real.cosh (g * c / 2) / Real.sinh (g * c / 2) = C
  field_simp
  ring

/-- For `g, c > 0` the reciprocal sum exceeds the potential of a single layer in its own
plane by `(4π/g)/(exp(gc) - 1)`. -/
theorem excess_over_single_layer {g c : ℝ} (hg : 0 < g) (hc : 0 < c) :
    ∑' m, planeTerm c g m - layerPotential g 0 = 4 * π / g / (Real.exp (g * c) - 1) := by
  have hs : Real.sinh (g * c / 2) ≠ 0 := (Real.sinh_pos_iff.mpr (by positivity)).ne'
  have hE : Real.exp (g * c) - 1 ≠ 0 :=
    (sub_pos.mpr (Real.one_lt_exp_iff.mpr (by positivity))).ne'
  have hx : Real.exp (g * c) = Real.exp (g * c / 2) ^ 2 := by
    rw [sq, ← Real.exp_add, add_halves]
  have coth : Real.cosh (g * c / 2) / Real.sinh (g * c / 2)
      = 1 + 2 / (Real.exp (g * c) - 1) := by
    rw [div_eq_iff hs, Real.cosh_eq, Real.sinh_eq, Real.exp_neg]
    rw [hx] at hE ⊢
    have h0 := Real.exp_ne_zero (g * c / 2)
    generalize Real.exp (g * c / 2) = E at hE h0 ⊢
    field_simp
    ring
  rw [(reciprocal_sum hg hc).tsum_eq, coth, layerPotential, abs_zero, mul_zero, neg_zero,
    Real.exp_zero]
  ring

/-- For `g, c > 0` the potentials of the layers at all heights `nc`, the original `n = 0` included,
add up in the plane of the original layer to the reciprocal sum. -/
theorem image_sum {g c : ℝ} (hg : 0 < g) (hc : 0 < c) :
    HasSum (fun n : ℤ => layerPotential g (n * c)) (∑' m, planeTerm c g m) := by
  have hE : 1 < Real.exp (g * c) := Real.one_lt_exp_iff.mpr (by positivity)
  have hr : Real.exp (-(g * c)) < 1 := Real.exp_lt_one_iff.mpr (by linarith [mul_pos hg hc])
  -- the images on one side form a geometric series
  have hs : HasSum (fun n : ℕ => layerPotential g (((n : ℤ) + 1 : ℤ) * c))
      (2 * π / g * (Real.exp (-(g * c)) * (1 - Real.exp (-(g * c)))⁻¹)) := by
    have hf : (fun n : ℕ => layerPotential g (((n : ℤ) + 1 : ℤ) * c))
        = fun n : ℕ => 2 * π / g * (Real.exp (-(g * c)) * Real.exp (-(g * c)) ^ n) := by
      funext n
      have hn : (0 : ℝ) < ((n : ℝ) + 1) * c := by positivity
      rw [← Real.exp_nat_mul, ← Real.exp_add, layerPotential]
      push_cast
      rw [abs_of_pos hn]
      congr 2
      ring
    rw [hf]
    exact ((hasSum_geometric_of_lt_one (Real.exp_pos _).le hr).mul_left
      (Real.exp (-(g * c)))).mul_left (2 * π / g)
  have hq : Real.exp (-(g * c)) * (1 - Real.exp (-(g * c)))⁻¹
      = 1 / (Real.exp (g * c) - 1) := by
    have h1 : Real.exp (g * c) - 1 ≠ 0 := (sub_pos.mpr hE).ne'
    have h2 : 1 - Real.exp (-(g * c)) ≠ 0 := (sub_pos.mpr hr).ne'
    have h3 : Real.exp (-(g * c)) * Real.exp (g * c) = 1 := by
      rw [← Real.exp_add, neg_add_cancel, Real.exp_zero]
    rw [← div_eq_mul_inv, div_eq_div_iff h2 h1]
    linear_combination h3
  convert hasSum_int_of_even (a := fun n : ℤ => layerPotential g (n * c))
    (fun n => by simp [layerPotential, abs_mul]) hs using 1
  rw [hq, Int.cast_zero, zero_mul]
  linear_combination excess_over_single_layer hg hc

/-- For `c > 0` and every real `g`, the sum without `m = 0` is at most `πc/3`, and it falls short of
that value by at most `πc³g²/180`. -/
theorem interlayerSum_bounds {c : ℝ} (hc : 0 < c) (g : ℝ) :
    π * c / 3 - π * c ^ 3 * g ^ 2 / 180 ≤ interlayerSum c g ∧
      interlayerSum c g ≤ π * c / 3 := by
  have hp := Real.pi_pos
  obtain ⟨S, hS, hlow, hup⟩ := lorentzian_sum_bounds (g * c / (2 * π))
  have hs : HasSum (fun n : ℕ => if (n : ℤ) + 1 = 0 then 0 else planeTerm c g ((n : ℤ) + 1))
      (c / π * S) := by
    have hf : (fun n : ℕ => if (n : ℤ) + 1 = 0 then 0 else planeTerm c g ((n : ℤ) + 1))
        = fun n : ℕ => c / π * (1 / ((g * c / (2 * π)) ^ 2 + ((n : ℝ) + 1) ^ 2)) := by
      funext n
      have hn : (n : ℤ) + 1 ≠ 0 := by omega
      rw [if_neg hn, planeTerm_eq hc.ne', Int.cast_add, Int.cast_natCast, Int.cast_one]
    rw [hf]
    exact hS.mul_left (c / π)
  have h := (hasSum_int_of_even (a := fun m : ℤ => if m = 0 then 0 else planeTerm c g m)
    (fun m => by simp [planeTerm_eq hc.ne']) hs).tsum_eq
  have hI : interlayerSum c g = 2 * (c / π) * S := by
    rw [interlayerSum, h, if_pos rfl]
    ring
  have hk : 0 ≤ 2 * (c / π) := by positivity
  rw [hI]
  constructor
  · calc π * c / 3 - π * c ^ 3 * g ^ 2 / 180
        = 2 * (c / π) * (π ^ 2 / 6 - (g * c / (2 * π)) ^ 2 * (π ^ 4 / 90)) := by
          field_simp
          ring
      _ ≤ 2 * (c / π) * S := mul_le_mul_of_nonneg_left hlow hk
  · calc 2 * (c / π) * S ≤ 2 * (c / π) * (π ^ 2 / 6) := mul_le_mul_of_nonneg_left hup hk
      _ = π * c / 3 := by
          field_simp
          ring

/-- For `c > 0` the sum without `m = 0` tends to `πc/3` as the in-plane wavevector tends
to zero. -/
theorem interlayerSum_tendsto {c : ℝ} (hc : 0 < c) :
    Tendsto (interlayerSum c) (𝓝 0) (𝓝 (π * c / 3)) := by
  have hcont : Continuous fun g : ℝ => π * c / 3 - π * c ^ 3 * g ^ 2 / 180 := by fun_prop
  have hlow : Tendsto (fun g : ℝ => π * c / 3 - π * c ^ 3 * g ^ 2 / 180) (𝓝 0)
      (𝓝 (π * c / 3)) := by
    simpa using hcont.tendsto 0
  exact tendsto_of_tendsto_of_tendsto_of_le_of_le hlow tendsto_const_nhds
    (fun g => (interlayerSum_bounds hc g).1) (fun g => (interlayerSum_bounds hc g).2)

end

end PeriodicLayerSum
```

```lean
#print axioms PeriodicLayerSum.image_sum
-- 'PeriodicLayerSum.image_sum' depends on axioms: [propext, Classical.choice, Quot.sound]
#print axioms PeriodicLayerSum.interlayerSum_tendsto
-- 'PeriodicLayerSum.interlayerSum_tendsto' depends on axioms: [propext, Classical.choice, Quot.sound]
```

## What the Lean theorems say about the layer

`planeTerm c g m` is the Coulomb kernel at one reciprocal vector divided by the cell height, `layerPotential g z` is the potential of one isolated layer, and `interlayerSum c g` is the reciprocal sum with the $m=0$ term replaced by zero. The real number `g` stands for the length of the in-plane wavevector. `HasSum f s` means that the series `f` converges to `s` regardless of the order of its terms, and `∑'` denotes the value of a sum.

For positive `g` and `c`:

- `reciprocal_sum` gives the hyperbolic cotangent, written as `Real.cosh` over `Real.sinh`.
- `excess_over_single_layer` gives the surplus over `layerPotential g 0`.
- `image_sum` says that the real-space potentials of all layers, the original included, add up to the reciprocal sum.

For positive `c` and every real `g`, `interlayerSum_bounds` gives the two-sided estimate, and `interlayerSum_tendsto` gives the limit.

The kernel and the single-layer potential enter as definitions; the Poisson argument above motivates them. The layer is infinitely thin and rigid, there is no dielectric response, and the potential of the periodic array is evaluated only in the plane of a layer.

## How Lean carries out the sums

`hasSum_int_of_even` reduces an even sum over the integers to its central term plus twice the positive half. Lean's natural numbers start at zero, so $N$ above appears as `n + 1`. `planeTerm_eq` is the rescaling to $t$.

`lorentzian_sum_bounds` proves the termwise inequalities and compares with the two zeta series. This also shows that $S(t)$ converges, which `lorentzian_sum` then uses. That theorem checks that $it$ is not an integer, applies Mathlib's cotangent expansion `cot_series_rep'`, and identifies each complex bracket with $-2it/(t^2+N^2)$ in `hterm`. The identities for cosine and sine at an imaginary argument turn the cotangent into a hyperbolic one, and `Complex.ofReal_injective` brings the equation back to the real numbers.

`reciprocal_sum` combines the rescaling, the value of $S(t)$ and the even-sum lemma. `excess_over_single_layer` writes the hyperbolic functions through $E=e^{gc/2}$, which leaves an algebraic identity. `image_sum` sums one side with `hasSum_geometric_of_lt_one`, doubles it, and matches the result to the surplus already found. `interlayerSum_bounds` multiplies the estimate for $S(t)$ by $2c/\pi$, and `interlayerSum_tendsto` squeezes the sum between its bounds.

## A uniform layer, where $g=0$

The condition $g>0$ in `reciprocal_sum` matters. Take $g=0$ and $c=1$. Physically, the $m=0$ term diverges, because a uniformly charged layer repeated periodically has a net charge in every cell. In Lean, division by zero returns zero, so the left side would be $\pi/3$ and the right side $0$: the formula fails there too.

## The same sum in a plane-wave code

A plane-wave code multiplies the density coefficients by $4\pi/|\mathbf G|^2$ and commonly sets the $\mathbf G=0$ entry to zero, which corresponds to a uniform neutralising background. For a thin layer with unit charge per area, the column of entries with in-plane wavevector zero then contributes `interlayerSum c 0`, which equals $\pi c/3$, to the potential in the plane of the layer. For a unit point charge in a tetragonal cell of base area $A$, this column gives the term $\pi c/(3A)$ in the potential at the charge, so adding vacuum makes that term grow.

The columns with $g>0$ behave differently. In a square cell of side $a$ the shortest nonzero in-plane wavevector is $g=2\pi/a$. For this rigid, unscreened layer, the relative surplus $2/(e^{gc}-1)$ is about $0.4\,\%$ at $c=a$ and about $7\times10^{-6}$ at $c=2a$. More vacuum thus quickly removes the image error of the modulated components, but not the linear term of a net charge.
